# Ions in a uniform field: the unique relaxed structure and its susceptibility for positive definite force constants

Ions held by positive definite harmonic force constants Φ, and coupled to a uniform electric field F through Born effective charges Z, have exactly one displacement of lowest energy,

u₀ = Φ⁻¹ZᵀF.

The energy there is −½ F·χF, where χ = ZΦ⁻¹Zᵀ is the ionic susceptibility, here meaning the induced dipole per unit field, and χ is positive semidefinite.

The physical question is how far the ions of an insulating crystal move when a static field is applied, and by how much this lowers the energy. Let u collect the displacements of the ions from their zero-field positions. The elastic energy is ½ u·Φu, the dipole created by the displacement is Zu, and the field does work F·Zu on it. The energy that depends on the ions is therefore

E(u) = ½ u·Φu − F·Zu.

Linear-response calculations of static dielectric constants often use this model for the lattice contribution, with force constants and Born charges from electronic-structure theory. It applies as long as the ions respond harmonically and their dipole is linear in u.

## Force balance, the completed square and the induced dipole

A positive definite Φ is symmetric and satisfies v·Φv > 0 for every v ≠ 0, so it is invertible. Multiplying u₀ by Φ gives the balance of forces,

Φu₀ = ΦΦ⁻¹ZᵀF = ZᵀF.

The right-hand side is the force of the field on the ions. For any displacement v, the work of the field can then be written without Z:

F·Zv = v·ZᵀF = v·Φu₀.

With v = u the energy becomes E(u) = ½ u·Φu − u·Φu₀, and with v = u₀ it gives E(u₀) = −½ u₀·Φu₀. Now expand the elastic energy of the deviation u − u₀. The symmetry of Φ gives u₀·Φu = u·Φu₀, so

½ (u − u₀)·Φ(u − u₀) = ½ u·Φu − u·Φu₀ + ½ u₀·Φu₀ = E(u) − E(u₀).

The left-hand side is positive unless u = u₀. Every other displacement thus has a higher energy, which makes u₀ the unique minimiser.

The dipole of the relaxed ions is Zu₀ = ZΦ⁻¹ZᵀF = χF. Taking v = u₀ in the work formula,

F·χF = F·Zu₀ = u₀·Φu₀ ≥ 0.

Hence E(u₀) = −½ F·χF. Since Φ⁻¹ is symmetric, χᵀ = Z(Φ⁻¹)ᵀZᵀ = χ, and χ is positive semidefinite.

Two consequences follow. If F·χF = 0, then u₀·Φu₀ = 0, so u₀ = 0 and ZᵀF = Φu₀ = 0. Conversely, ZᵀF = 0 gives u₀ = 0 and F·χF = 0. The quadratic response vanishes exactly when the field exerts no force on the ions.

For the second, change the field to F + sG, with a fixed direction G and a real number s, and let the ions relax again. The symmetry of χ gives the relaxed energy

−½ F·χF − s G·χF − ½ s² G·χG.

Its derivative at s = 0 is −G·χF = −G·Zu₀, minus the dot product of G with the induced dipole.

Stiffness matters here. Suppose that a displacement t has Φt = 0 but F·Zt ≠ 0. For a real number c, E(ct) = −c F·Zt. Given any number C, the choice c = (1 − C)/(F·Zt) makes the energy C − 1, which lies below C. The energy has no lower bound.

## Displacements, charges and energy as Lean objects

The finite index type `n` labels the ionic coordinates, and `m` labels the field components, usually three.

```lean
import Mathlib

open Matrix

namespace BornEffectiveCharges

noncomputable section

variable {m n : Type*} [Fintype m] [Fintype n]
```

In the energy, `Φ` is a real square matrix over the ionic coordinates and `Z` a real matrix with one row per field component and one column per ionic coordinate. The symbol `*ᵥ` applies a matrix to a vector, and `⬝ᵥ` is the dot product.

```lean
/-- Energy of ionic displacements `u` in a uniform field `F`: harmonic energy with force constants
`Φ`, minus the work of the field on the dipole `Z u` given by the Born charges `Z`. -/
def latticeEnergy (Φ : Matrix n n ℝ) (Z : Matrix m n ℝ) (F : m → ℝ) (u : n → ℝ) : ℝ :=
  (1 / 2) * (u ⬝ᵥ Φ *ᵥ u) - F ⬝ᵥ Z *ᵥ u
```

The letter F stands for the field, not for a force; the force on the ions is ZᵀF. The elementary charge is absorbed in Z or in the units. For a periodic crystal, u describes displacements repeated in every cell with the lattice vectors held fixed, E is the energy per cell, F is the macroscopic field inside the crystal, and Φ contains the zone-centre force constants at zero macroscopic field. The purely electronic polarisation energy, which does not depend on u in this approximation, is left out.

The step from a real crystal to the model is the replacement of the crystal's energy surface by this second-order expansion, with Φ and Z independent of displacement and field. The theorems take that expansion as given.

## Symmetry, and a soft mode that carries a dipole

The expansion of the square and the derivative both need to exchange two vectors in a symmetric bilinear form.

```lean
/-- A real symmetric response matrix is reciprocal: the two vectors in its bilinear form may be
exchanged. -/
theorem reciprocity {k : Type*} [Fintype k] {A : Matrix k k ℝ} (hA : A.IsHermitian)
    (v w : k → ℝ) : v ⬝ᵥ A *ᵥ w = w ⬝ᵥ A *ᵥ v := by
  have h : Aᵀ = A := by
    have h' := hA.eq
    rwa [conjTranspose_eq_transpose_of_trivial] at h'
  rw [Matrix.dotProduct_mulVec, ← Matrix.mulVec_transpose, h, dotProduct_comm]
```

`IsHermitian` means symmetric for a real matrix. The proof extracts `Aᵀ = A` and moves the matrix from one side of the dot product to the other.

The next theorem is the argument for an energy without a lower bound. It makes no assumption about `Φ` except that it annihilates `t`.

```lean
/-- If a displacement `t` meets no restoring force but carries a dipole with a component along
the field, the energy is unbounded below. -/
theorem unbounded_of_charged_soft_mode (Φ : Matrix n n ℝ) (Z : Matrix m n ℝ) (F : m → ℝ)
    (t : n → ℝ) (ht : Φ *ᵥ t = 0) (hd : F ⬝ᵥ Z *ᵥ t ≠ 0) (C : ℝ) :
    ∃ u, latticeEnergy Φ Z F u < C := by
  -- move along `t` until the field has done enough work
  refine ⟨((1 - C) / (F ⬝ᵥ Z *ᵥ t)) • t, ?_⟩
  unfold latticeEnergy
  rw [Matrix.mulVec_smul, Matrix.mulVec_smul, ht, smul_zero, dotProduct_zero,
    dotProduct_smul, smul_eq_mul, div_mul_cancel₀ _ hd]
  linarith
```

The displacement supplied in the proof is t multiplied by (1 − C)/(F·Zt). The elastic term vanishes by `ht`, the denominator cancels by `hd`, and `linarith` finishes with C − 1 < C.

Positive definite force constants exclude such a mode. They also exclude zero modes without a dipole, along which the energy would stay constant, so that a minimiser could not be unique. In a free crystal a rigid translation costs no energy, so the full force-constant matrix is only semidefinite at best. Positive definiteness describes a stable lattice whose translations have been removed, for example by holding one ion fixed. When the Born charges of the cell add up to zero, a translation carries no dipole, and removing it changes neither the energy nor the dipole.

## The relaxed displacement and its force balance

```lean
variable [DecidableEq n]

/-- The relaxed displacement `Φ⁻¹ Zᵀ F` of the ions in the field `F`, for positive definite `Φ`. -/
def relaxedDisplacement (Φ : Matrix n n ℝ) (Z : Matrix m n ℝ) (F : m → ℝ) : n → ℝ :=
  Φ⁻¹ *ᵥ (Zᵀ *ᵥ F)

/-- The ionic susceptibility `Z Φ⁻¹ Zᵀ`, for positive definite `Φ`, as dipole per unit field. -/
def ionicSusceptibility (Φ : Matrix n n ℝ) (Z : Matrix m n ℝ) : Matrix m m ℝ :=
  Z * Φ⁻¹ * Zᵀ
```

These definitions have their physical meaning for positive definite `Φ`. If a symmetric `Φ` is invertible but not positive definite, the formula gives a stationary point that is not a minimum; if `Φ` is singular, Lean assigns the zero matrix as its inverse. The quantity called susceptibility is a dipole per unit field. Textbooks often call this a polarisability and reserve "susceptibility" for the dimensionless quantity obtained after dividing by the volume and the vacuum permittivity.

```lean
/-- Force balance: for positive definite force constants, the elastic force at the relaxed
displacement compensates the force `Zᵀ F` of the field on the ions. -/
theorem force_balance {Φ : Matrix n n ℝ} (hΦ : Φ.PosDef) (Z : Matrix m n ℝ) (F : m → ℝ) :
    Φ *ᵥ relaxedDisplacement Φ Z F = Zᵀ *ᵥ F := by
  have hdet : IsUnit Φ.det := hΦ.det_pos.ne'.isUnit
  unfold relaxedDisplacement
  rw [Matrix.mulVec_mulVec, Matrix.mul_nonsing_inv _ hdet, Matrix.one_mulVec]
```

The hypothesis `Φ.PosDef` contains both the symmetry and the positivity used by hand. It makes the determinant positive, hence invertible as a number, and `Matrix.mul_nonsing_inv` then cancels Φ against its inverse.

```lean
/-- Virtual work: for positive definite force constants, the work of the field on any displacement
`v` equals the work of `v` against the elastic force at the relaxed displacement. -/
theorem virtual_work {Φ : Matrix n n ℝ} (hΦ : Φ.PosDef) (Z : Matrix m n ℝ) (F : m → ℝ)
    (v : n → ℝ) : F ⬝ᵥ Z *ᵥ v = v ⬝ᵥ Φ *ᵥ relaxedDisplacement Φ Z F := by
  rw [force_balance hΦ, Matrix.dotProduct_mulVec, ← Matrix.mulVec_transpose, dotProduct_comm]
```

This is the identity F·Zv = v·Φu₀. After force balance has replaced Φu₀ by ZᵀF, only the transposition of Z remains.

```lean
/-- For any matrix `Φ`, the dipole `Z u` at `u = relaxedDisplacement Φ Z F` is
`ionicSusceptibility Φ Z` applied to the field. -/
theorem induced_dipole (Φ : Matrix n n ℝ) (Z : Matrix m n ℝ) (F : m → ℝ) :
    ionicSusceptibility Φ Z *ᵥ F = Z *ᵥ relaxedDisplacement Φ Z F := by
  simp only [ionicSusceptibility, relaxedDisplacement, Matrix.mulVec_mulVec, Matrix.mul_assoc]
```

The identity χF = Zu₀ follows from the definitions and the associativity of matrix products, so it needs no hypothesis on `Φ`.

## The minimum and the sign of the response

The completed square is stated as an equation for the energy at an arbitrary displacement.

```lean
/-- For positive definite force constants, the energy exceeds its relaxed value by the harmonic
energy of the deviation from the relaxed displacement. -/
theorem energy_complete_square {Φ : Matrix n n ℝ} (hΦ : Φ.PosDef) (Z : Matrix m n ℝ)
    (F : m → ℝ) (u : n → ℝ) :
    latticeEnergy Φ Z F u = latticeEnergy Φ Z F (relaxedDisplacement Φ Z F) +
      (1 / 2) * ((u - relaxedDisplacement Φ Z F) ⬝ᵥ
        Φ *ᵥ (u - relaxedDisplacement Φ Z F)) := by
  have hs := reciprocity hΦ.1 (relaxedDisplacement Φ Z F) u
  simp only [latticeEnergy, virtual_work hΦ Z F, Matrix.mulVec_sub, dotProduct_sub,
    sub_dotProduct]
  linear_combination (1 / 2) * hs
```

The `simp only` step rewrites each field term by `virtual_work` and expands the differences. What remains is the mismatch between u₀·Φu and u·Φu₀, which `linear_combination` removes with half of the reciprocity relation `hs`.

The main theorem has three parts, for a fixed charge matrix. For every field, each displacement other than u₀ has strictly higher energy than u₀. For every field, the energy at u₀ is −½ F·χF. The matrix χ is positive semidefinite, which includes its symmetry.

```lean
/-- For positive definite force constants, the relaxed displacement is the unique minimiser of the
energy, the minimum is `-(1/2) F · χ F` with `χ` the ionic susceptibility, and `χ` is positive
semidefinite. -/
theorem ionic_relaxation {Φ : Matrix n n ℝ} (hΦ : Φ.PosDef) (Z : Matrix m n ℝ) :
    (∀ F u, u ≠ relaxedDisplacement Φ Z F →
      latticeEnergy Φ Z F (relaxedDisplacement Φ Z F) < latticeEnergy Φ Z F u) ∧
    (∀ F, latticeEnergy Φ Z F (relaxedDisplacement Φ Z F) =
      -(1 / 2) * (F ⬝ᵥ ionicSusceptibility Φ Z *ᵥ F)) ∧
    (ionicSusceptibility Φ Z).PosSemidef := by
  refine ⟨fun F u hu => ?_, fun F => ?_, ?_⟩
  · -- the deviation from the relaxed displacement costs positive energy
    have hp := hΦ.dotProduct_mulVec_pos (sub_ne_zero.2 hu)
    rw [star_trivial] at hp
    rw [energy_complete_square hΦ Z F u]
    linarith
  · rw [induced_dipole, latticeEnergy, virtual_work hΦ Z F]
    ring
  · apply Matrix.PosSemidef.of_dotProduct_mulVec_nonneg
    · have hs : Φᵀ = Φ := by
        have h := hΦ.1.eq
        rwa [conjTranspose_eq_transpose_of_trivial] at h
      unfold Matrix.IsHermitian ionicSusceptibility
      rw [conjTranspose_eq_transpose_of_trivial, Matrix.transpose_mul, Matrix.transpose_mul,
        Matrix.transpose_transpose, Matrix.transpose_nonsing_inv, hs, Matrix.mul_assoc]
    · -- the quadratic response is twice the stored elastic energy
      intro F
      rw [star_trivial, induced_dipole, virtual_work hΦ]
      have h := hΦ.posSemidef.dotProduct_mulVec_nonneg (relaxedDisplacement Φ Z F)
      rwa [star_trivial] at h
```

For the first part, `sub_ne_zero` turns u ≠ u₀ into a nonzero deviation, whose elastic energy is positive; the completed square gives the inequality. For the second, the induced dipole and virtual work turn both sides into −½ u₀·Φu₀, and `ring` checks the arithmetic. The third part first proves χᵀ = χ by transposing the product, then rewrites F·χF as u₀·Φu₀, which is nonnegative.

No neutrality condition is imposed on `Z`, which may be any real matrix of the right shape. With or without neutrality, a nonzero field can satisfy ZᵀF = 0 and produce no ionic response, and this is why χ is semidefinite and not always definite.

## Fields without response, and the dipole as a derivative

```lean
/-- For positive definite force constants, the quadratic ionic response to a field vanishes exactly
when the field exerts no force on the ions. -/
theorem response_eq_zero_iff {Φ : Matrix n n ℝ} (hΦ : Φ.PosDef) (Z : Matrix m n ℝ)
    (F : m → ℝ) : F ⬝ᵥ ionicSusceptibility Φ Z *ᵥ F = 0 ↔ Zᵀ *ᵥ F = 0 := by
  rw [induced_dipole, virtual_work hΦ]
  constructor
  · intro h
    have hw : relaxedDisplacement Φ Z F = 0 := by
      by_contra hne
      have hp := hΦ.dotProduct_mulVec_pos hne
      rw [star_trivial] at hp
      exact hp.ne' h
    rw [← force_balance hΦ, hw, Matrix.mulVec_zero]
  · intro h
    rw [force_balance hΦ, h, dotProduct_zero]
```

The initial rewriting turns the quadratic response into u₀·Φu₀. In the forward direction, a nonzero u₀ would make this positive, a contradiction, so u₀ = 0 and force balance gives ZᵀF = 0. The reverse direction substitutes ZᵀF = 0 into the same expression. In crystalline silicon with the diamond structure, symmetry makes the Born charges of the two atoms in the cell equal, neutrality then makes them vanish, and every field belongs to this case.

The last theorem differentiates the relaxed energy, with the ions relaxed anew at each field F + sG.

```lean
/-- For positive definite force constants, the derivative of the relaxed energy along a field
direction `G` is minus the dot product of `G` with the induced dipole. -/
theorem relaxed_energy_hasDerivAt {Φ : Matrix n n ℝ} (hΦ : Φ.PosDef) (Z : Matrix m n ℝ)
    (F G : m → ℝ) :
    HasDerivAt (fun s : ℝ =>
      latticeEnergy Φ Z (F + s • G) (relaxedDisplacement Φ Z (F + s • G)))
      (-(G ⬝ᵥ Z *ᵥ relaxedDisplacement Φ Z F)) 0 := by
  obtain ⟨-, hval, hχ⟩ := ionic_relaxation hΦ Z
  rw [← induced_dipole]
  have hs := reciprocity hχ.1 F G
  -- the relaxed energy is a polynomial in `s` of degree at most two
  have hf : (fun s : ℝ =>
      latticeEnergy Φ Z (F + s • G) (relaxedDisplacement Φ Z (F + s • G))) =
      fun s : ℝ => -(1 / 2) * (F ⬝ᵥ ionicSusceptibility Φ Z *ᵥ F)
        - (G ⬝ᵥ ionicSusceptibility Φ Z *ᵥ F) * s
        - (1 / 2) * (G ⬝ᵥ ionicSusceptibility Φ Z *ᵥ G) * s ^ 2 := by
    funext s
    rw [hval]
    simp only [Matrix.mulVec_add, Matrix.mulVec_smul, dotProduct_add, add_dotProduct,
      dotProduct_smul, smul_dotProduct, smul_eq_mul]
    linear_combination (-(1 / 2) * s) * hs
  rw [hf]
  have h1 := ((hasDerivAt_id' (0 : ℝ)).const_mul
    (G ⬝ᵥ ionicSusceptibility Φ Z *ᵥ F)).const_sub
    (-(1 / 2) * (F ⬝ᵥ ionicSusceptibility Φ Z *ᵥ F))
  have h2 := (hasDerivAt_pow 2 (0 : ℝ)).const_mul
    ((1 / 2) * (G ⬝ᵥ ionicSusceptibility Φ Z *ᵥ G))
  exact (h1.fun_sub h2).congr_deriv (by simp)

end

end BornEffectiveCharges
```

`HasDerivAt` says that the derivative exists at s = 0 and has the displayed value. The proof takes the minimum energy from the main theorem and writes it as the quadratic polynomial in s found above; reciprocity of χ merges the two cross terms. The derivatives of the linear and quadratic parts, `h1` and `h2`, are then combined, and the quadratic part contributes nothing at s = 0. In a finite-field calculation on a harmonic lattice, this relation allows the ionic dipole to be compared with a numerical derivative of the relaxed ionic energy.

```lean
#print axioms BornEffectiveCharges.unbounded_of_charged_soft_mode
#print axioms BornEffectiveCharges.ionic_relaxation
#print axioms BornEffectiveCharges.response_eq_zero_iff
#print axioms BornEffectiveCharges.relaxed_energy_hasDerivAt
```

```
'BornEffectiveCharges.unbounded_of_charged_soft_mode' depends on axioms: [propext, Classical.choice, Quot.sound]
'BornEffectiveCharges.ionic_relaxation' depends on axioms: [propext, Classical.choice, Quot.sound]
'BornEffectiveCharges.response_eq_zero_iff' depends on axioms: [propext, Classical.choice, Quot.sound]
'BornEffectiveCharges.relaxed_energy_hasDerivAt' depends on axioms: [propext, Classical.choice, Quot.sound]
```

## Keeping the rigid translations

A different model would retain all ionic coordinates, assume that Φ is symmetric and positive semidefinite, and require every displacement with Φt = 0 to satisfy Zt = 0. The relaxed displacement would then be defined as a solution of Φu₀ = ZᵀF, without an inverse. Such a solution exists because ZᵀF is orthogonal to all the zero modes.

The minimiser would be unique only up to adding zero modes, while the minimum energy and the induced dipole would stay unique. The inverse in χ would become the pseudo-inverse, which inverts Φ on the space orthogonal to its zero modes. This version treats a free crystal directly, but it needs neutrality as a hypothesis on Z; it is described here in words and has not been formalised.
